# The Hartree potential of a normalised hydrogenic 1s density has a 1/r tail

In atomic units, the Hartree potential of a hydrogenic 1s density holding one electron is u(r) = (1 − (1 + Zr)e^(−2Zr))/r, which the file takes as its definition rather than deriving it from the density. The theorem says that for real Z > 0 the product r u(r) tends to 1 as r → ∞, so that far out the potential is that of a unit point charge to leading order. The attempt sets x = 2Zr and uses the known limits e^(−x) → 0 and x e^(−x) → 0 to show that 1 − (e^(−x) + (x/2)e^(−x)) tends to 1. It then tries to show that this expression equals r u(r) for every r > 0, which is enough to carry the limit over.

An attempt in Lean 4 with a fault in it:

```lean
import Mathlib

open Filter Topology
open scoped Real

namespace HartreeTail

noncomputable section

/-- The Hartree potential of the hydrogenic 1s density, for `Z > 0` and `r > 0`. -/
def hartree (Z r : ℝ) : ℝ := (1 - (1 + Z * r) * Real.exp (-(2 * Z * r))) / r

/-- For `Z > 0` the Hartree potential `u` has the tail of a unit charge: `r u → 1`. -/
theorem hartree_tail {Z : ℝ} (hZ : 0 < Z) :
    Tendsto (fun r => r * hartree Z r) atTop (𝓝 1) := by
  have ht : Tendsto (fun r : ℝ => 2 * Z * r) atTop atTop :=
    tendsto_id.const_mul_atTop (by positivity)
  have h0 := (Real.tendsto_pow_mul_exp_neg_atTop_nhds_zero 0).comp ht
  have h1 := (Real.tendsto_pow_mul_exp_neg_atTop_nhds_zero 1).comp ht
  have h := (h0.add (h1.const_mul (1 / 2))).const_sub 1
  have e : (1 : ℝ) - (0 + 1 / 2 * 0) = 1 := by norm_num
  rw [e] at h
  refine h.congr' ((eventually_gt_atTop 0).mono fun r hr => ?_)
  have hc : r * hartree Z r = 1 - (1 + Z * r) * Real.exp (-(2 * Z * r)) := by
    rw [hartree]
    field_simp
  rw [hc]
  simp only [Function.comp_apply]
  ring

end

end HartreeTail
```

The compiler's answer:

```
Main.lean:27:6: error: Tactic `rewrite` failed: Did not find an occurrence of the pattern
  r * hartree Z r
in the target expression
  1 -
      (((fun x => x ^ 0 * rexp (-x)) ∘ fun r => 2 * Z * r) r +
        1 / 2 * ((fun x => x ^ 1 * rexp (-x)) ∘ fun r => 2 * Z * r) r) =
    (fun r => r * hartree Z r) r

Z : ℝ
hZ : 0 < Z
ht : Tendsto (fun r => 2 * Z * r) atTop atTop
h0 : Tendsto ((fun x => x ^ 0 * rexp (-x)) ∘ fun r => 2 * Z * r) atTop (𝓝 0)
h1 : Tendsto ((fun x => x ^ 1 * rexp (-x)) ∘ fun r => 2 * Z * r) atTop (𝓝 0)
h :
  Tendsto
    (fun x =>
      1 -
        (((fun x => x ^ 0 * rexp (-x)) ∘ fun r => 2 * Z * r) x +
          1 / 2 * ((fun x => x ^ 1 * rexp (-x)) ∘ fun r => 2 * Z * r) x))
    atTop (𝓝 1)
e : 1 - (0 + 1 / 2 * 0) = 1
r : ℝ
hr : 0 < r
hc : r * hartree Z r = 1 - (1 + Z * r) * rexp (-(2 * Z * r))
⊢ 1 -
      (((fun x => x ^ 0 * rexp (-x)) ∘ fun r => 2 * Z * r) r +
        1 / 2 * ((fun x => x ^ 1 * rexp (-x)) ∘ fun r => 2 * Z * r) r) =
    (fun r => r * hartree Z r) r
```

The error says that `rw [hc]` found no `r * hartree Z r` in the goal. The equation `hc` is sound and already proved; what doesn't fit is the form of the goal. After `refine h.congr' ...`, the right-hand side is `(fun r => r * hartree Z r) r`, a function still waiting to be applied to its argument. Inside that function the `r` is a bound variable, not the particular `r` that `hc` speaks of. `rw` searches for the pattern in the goal as written and doesn't carry out the application first, so it finds no match.

The added line, `beta_reduce`, carries out the application and turns the right-hand side into `r * hartree Z r`, which `rw [hc]` can then replace. The compositions on the left are still there after this step, and the existing `simp only [Function.comp_apply]` unfolds them before `ring` closes the goal.

Lean accepts the file once it reads:

```diff
@@ -25,4 +25,5 @@
     rw [hartree]
     field_simp
+  beta_reduce
   rw [hc]
   simp only [Function.comp_apply]
```
